# For a smooth energy per cell and an evenly spread charge, the supercell gap closes at least as fast as 1/N

One way to obtain the fundamental gap of a solid from total energies is to compute a supercell three times: neutral, with one electron added and with one removed. The calculation is repeated for larger supercells, and the combined energy is extrapolated in $1/N$, where $N$ is the number of cells. This extrapolation has a definite outcome if the energy per cell is a twice continuously differentiable function $e$ of the filling alone and the extra charge spreads evenly. The intercept is then zero, and the slope in $1/N$ is $e''(n_0)$, with $n_0$ the filling of the neutral crystal in electrons per cell.

In a band insulator, $e$ instead has a kink at $n_0$, and the intercept is the jump in its slope.

## Three total energies and one gap

```lean
import Mathlib

open Filter Topology Set

namespace SupercellGapCollapse

noncomputable section

/-- Total energy of a supercell of `N ≥ 1` cells with local energy `e` per cell and filling `n0`,
when `q` extra electrons are spread evenly over the cells. -/
def supercellEnergy (e : ℝ → ℝ) (n0 : ℝ) (N : ℕ) (q : ℝ) : ℝ :=
  N * e (n0 + q / N)
```

The function `supercellEnergy` is the total energy of $N$ cells with $q$ extra electrons,

$$E_N(q) = N\,e(n_0 + q/N).$$

Here `e : ℝ → ℝ` is any real function, `n0` and `q` are real numbers, and `N : ℕ` is a natural number. The even spreading of the charge is built into this definition. A localised added electron, the lattice relaxation around it and the electrostatic interaction between charged periodic images are therefore absent from the model.

```lean
/-- Total-energy gap of a supercell of `N ≥ 1` cells: the energy with one electron added, plus the
energy with one electron removed, minus twice the energy of the neutral supercell. -/
def gap (e : ℝ → ℝ) (n0 : ℝ) (N : ℕ) : ℝ :=
  supercellEnergy e n0 N 1 + supercellEnergy e n0 N (-1) - 2 * supercellEnergy e n0 N 0
```

The gap is the ionisation energy minus the electron affinity:

$$G(N) = [E_N(-1)-E_N(0)] - [E_N(0)-E_N(1)] = E_N(1)+E_N(-1)-2E_N(0).$$

In Lean, `gap e n0 N` is this number, and `gap e n0` without the last argument is the whole sequence $N \mapsto G(N)$.

```lean
/-- The gap is `N` times the second difference of the energy per cell, with step `1/N`. -/
theorem gap_eq (e : ℝ → ℝ) (n0 : ℝ) (N : ℕ) :
    gap e n0 N = N * (e (n0 + 1 / N) + e (n0 - 1 / N) - 2 * e n0) := by
  unfold gap supercellEnergy
  simp only [zero_div, add_zero, neg_div, ← sub_eq_add_neg]
  ring
```

Inserting the three energies gives

$$G(N) = N\left[e(n_0+\tfrac1N)+e(n_0-\tfrac1N)-2e(n_0)\right],$$

a second difference with step $1/N$. The proof does the same: `unfold` inserts the definitions, `simp only` tidies the arguments of `e`, and `ring` factors out $N$. The formula needs no smoothness.

## The gap as a difference of slopes

```lean
/-- The charge per cell `1/N` of one added electron tends to zero through positive values. -/
theorem charge_per_cell_tendsto :
    Tendsto (fun N : ℕ => 1 / (N : ℝ)) atTop (𝓝[>] 0) := by
  refine tendsto_nhdsWithin_iff.mpr ⟨tendsto_one_div_atTop_nhds_zero_nat, ?_⟩
  filter_upwards [eventually_gt_atTop 0] with N hN
  have h : (0 : ℝ) < N := Nat.cast_pos.mpr hN
  exact one_div_pos.mpr h
```

Lean writes a limit as `Tendsto f source target`. The source `atTop` means $N\to\infty$, and the target `𝓝[>] 0` means that zero is approached through positive values. The statement is thus $1/N \to 0^+$. The proof combines the known limit $1/N\to0$ with the positivity of $1/N$ for $N>0$.

```lean
/-- If the energy per cell has right slope `a` and left slope `b` at the filling `n0`, the gap of
a growing supercell tends to the derivative discontinuity `a - b`. -/
theorem gap_tendsto_derivative_discontinuity {e : ℝ → ℝ} {n0 a b : ℝ}
    (ha : HasDerivWithinAt e a (Ioi n0) n0) (hb : HasDerivWithinAt e b (Iio n0) n0) :
    Tendsto (gap e n0) atTop (𝓝 (a - b)) := by
  obtain ⟨h0, hpos⟩ := tendsto_nhdsWithin_iff.mp charge_per_cell_tendsto
  -- the fillings with one electron added or removed approach `n0` from either side
  have hp : Tendsto (fun N : ℕ => n0 + 1 / (N : ℝ)) atTop (𝓝[>] n0) := by
    refine tendsto_nhdsWithin_iff.mpr ⟨by simpa using h0.const_add n0, ?_⟩
    filter_upwards [hpos] with N hN
    exact lt_add_of_pos_right n0 hN
  have hm : Tendsto (fun N : ℕ => n0 - 1 / (N : ℝ)) atTop (𝓝[<] n0) := by
    refine tendsto_nhdsWithin_iff.mpr ⟨by simpa using h0.const_sub n0, ?_⟩
    filter_upwards [hpos] with N hN
    exact sub_lt_self n0 hN
  have sa := ((hasDerivWithinAt_iff_tendsto_slope' (by simp)).mp ha).comp hp
  have sb := ((hasDerivWithinAt_iff_tendsto_slope' (by simp)).mp hb).comp hm
  -- the gap is the difference of the two difference quotients
  refine (sa.sub sb).congr fun N => ?_
  have h1 : n0 + 1 / (N : ℝ) - n0 = 1 / N := by ring
  have h2 : n0 - 1 / (N : ℝ) - n0 = -(1 / N) := by ring
  simp only [Function.comp_apply, slope_def_field]
  rw [gap_eq, h1, h2]
  simp only [one_div, div_neg, div_inv_eq_mul]
  ring
```

The hypotheses `ha` and `hb` say that $e$ has slope $a$ from the right of $n_0$ and slope $b$ from the left; `Ioi n0` and `Iio n0` are the open half-lines above and below $n_0$. The conclusion is $G(N)\to a-b$, the derivative discontinuity.

By hand, set $h=1/N$, so that $N=1/h$, and split the second difference:

$$G(N)=\frac{e(n_0+h)-e(n_0)}{h}-\frac{e(n_0-h)-e(n_0)}{-h}.$$

The first quotient tends to $a$ and the second to $b$.

In the proof, `hp` and `hm` show that the fillings $n_0\pm1/N$ approach $n_0$ from the correct sides. The limits `sa` and `sb` are those of the two quotients, which Lean calls slopes. Then `sa.sub sb` subtracts them, and the remaining lines check that the difference equals `gap e n0 N`.

For a non-interacting band insulator, with $e$ the ground-state energy per cell of the infinite crystal, $a$ and $b$ are the conduction and valence band edges. The surviving gap is then the band gap.

```lean
/-- If the energy per cell is differentiable at the filling `n0`, the total-energy gap of a
growing supercell tends to zero. -/
theorem gap_tendsto_zero {e : ℝ → ℝ} {n0 μ : ℝ} (h : HasDerivAt e μ n0) :
    Tendsto (gap e n0) atTop (𝓝 0) := by
  have := gap_tendsto_derivative_discontinuity (h.hasDerivWithinAt (s := Ioi n0))
    (h.hasDerivWithinAt (s := Iio n0))
  rwa [sub_self] at this
```

The hypothesis `HasDerivAt e μ n0` says that $e'(n_0)=\mu$, a chemical potential. Both one-sided slopes then equal $\mu$, and the previous theorem gives $G(N)\to\mu-\mu=0$. One derivative at one point is enough for the gap to close.

## The coefficient of 1/N

```lean
/-- Let the energy per cell have derivative `μ` near `n0`, and let `μ` have derivative `κ` at `n0`.
Then the symmetric second difference of the energy, divided by `h ^ 2`, tends to `κ` as the
positive step `h` tends to zero. -/
theorem second_difference_tendsto {e μ : ℝ → ℝ} {n0 κ : ℝ}
    (he : ∀ᶠ x in 𝓝 n0, HasDerivAt e (μ x) x) (hμ : HasDerivAt μ κ n0) :
    Tendsto (fun h : ℝ => (e (n0 + h) + e (n0 - h) - 2 * e n0) / h ^ 2) (𝓝[>] 0) (𝓝 κ) := by
  have hp : Tendsto (fun h : ℝ => n0 + h) (𝓝 0) (𝓝 n0) :=
    Continuous.tendsto' (by fun_prop) 0 n0 (by simp)
  have hm : Tendsto (fun h : ℝ => n0 - h) (𝓝 0) (𝓝 n0) :=
    Continuous.tendsto' (by fun_prop) 0 n0 (by simp)
  -- L'Hôpital's rule reduces the claim to the symmetric difference quotient of `μ`
  refine HasDerivAt.lhopital_zero_nhdsGT (f' := fun h => μ (n0 + h) - μ (n0 - h))
    (g' := fun h => 2 * h) ?_ ?_ ?_ ?_ ?_ ?_
  · filter_upwards [(hp.eventually he).filter_mono nhdsWithin_le_nhds,
      (hm.eventually he).filter_mono nhdsWithin_le_nhds] with h h1 h2
    have a1 : HasDerivAt (fun x => e (n0 + x)) (μ (n0 + h)) h := h1.comp_const_add n0 h
    have a2 : HasDerivAt (fun x => e (n0 - x)) (-μ (n0 - h)) h := h2.comp_const_sub n0 h
    exact ((a1.fun_add a2).sub_const (2 * e n0)).congr_deriv (by ring)
  · exact Eventually.of_forall fun h => (hasDerivAt_pow 2 h).congr_deriv (by norm_num)
  · filter_upwards [self_mem_nhdsWithin] with h hh
    have : 0 < h := hh
    positivity
  · have hc : Tendsto e (𝓝 n0) (𝓝 (e n0)) := he.self_of_nhds.continuousAt
    have h := ((hc.comp hp).add (hc.comp hm)).sub_const (2 * e n0)
    rw [show e n0 + e n0 - 2 * e n0 = 0 by ring] at h
    exact h.mono_left nhdsWithin_le_nhds
  · exact (Continuous.tendsto' (by fun_prop) 0 0 (by simp)).mono_left nhdsWithin_le_nhds
  · have b1 : HasDerivAt (fun x => μ (n0 + x)) κ 0 :=
      HasDerivAt.comp_const_add n0 0 (by simpa using hμ)
    have b2 : HasDerivAt (fun x => μ (n0 - x)) (-κ) 0 :=
      HasDerivAt.comp_const_sub n0 0 (by simpa using hμ)
    have s := (hasDerivAt_iff_tendsto_slope_zero.mp (b1.fun_sub b2)).mono_left
      (nhdsWithin_mono 0 (fun x (hx : 0 < x) => hx.ne'))
    have s2 := s.const_mul (1 / 2 : ℝ)
    rw [show (1 / 2 : ℝ) * (κ - -κ) = κ by ring] at s2
    refine s2.congr fun h => ?_
    simp only [zero_add, add_zero, sub_zero, sub_self, smul_eq_mul]
    ring
```

From here on, `μ` is a function. The hypothesis `he` says that $e'(x)=\mu(x)$ for all $x$ sufficiently near $n_0$, which is the meaning of `∀ᶠ x in 𝓝 n0`. The hypothesis `hμ` says that $\mu'(n_0)=\kappa$. The claim is

$$\lim_{h\to0^+}\frac{F(h)}{h^2}=\kappa,\qquad F(h)=e(n_0+h)+e(n_0-h)-2e(n_0).$$

Both $F(h)$ and $h^2$ tend to zero, so L'Hôpital's rule applies. The derivatives are $F'(h)=\mu(n_0+h)-\mu(n_0-h)$ and $2h$, and their quotient is

$$\frac{F'(h)}{2h}=\frac12\left[\frac{\mu(n_0+h)-\mu(n_0)}{h}+\frac{\mu(n_0-h)-\mu(n_0)}{-h}\right]\to\frac12(\kappa+\kappa)=\kappa.$$

The rule is applied once. A second application would need $\mu'$ near $n_0$, whereas the hypothesis provides it only at $n_0$.

The Lean proof calls `HasDerivAt.lhopital_zero_nhdsGT`, which leaves six goals, each opened by a dot. In order, they are the derivative of $F$, the derivative of $h^2$, the fact that $2h\neq0$ for $h>0$, the limit $F(h)\to0$, the limit $h^2\to0$, and the limit of the quotient of derivatives. In the last goal, `b1` and `b2` give the derivatives $\kappa$ and $-\kappa$ of $\mu(n_0+x)$ and $\mu(n_0-x)$ at $x=0$. Their difference is $2\kappa$, and the factor `1 / 2` brings it to $\kappa$.

```lean
/-- Supercell gap collapse: if the energy per cell is twice continuously differentiable at the
filling `n0`, the total-energy gap `G(N)` tends to zero and `N G(N)` tends to `e''(n0)`. -/
theorem supercell_gap_collapse {e : ℝ → ℝ} {n0 : ℝ} (he : ContDiffAt ℝ 2 e n0) :
    Tendsto (gap e n0) atTop (𝓝 0) ∧
      Tendsto (fun N : ℕ => N * gap e n0 N) atTop (𝓝 (deriv (deriv e) n0)) := by
  have h1 : ∀ᶠ x in 𝓝 n0, HasDerivAt e (deriv e x) x := by
    filter_upwards [he.eventually (by simp)] with x hx
    exact (hx.differentiableAt (by norm_num)).hasDerivAt
  have h2 : DifferentiableAt ℝ (deriv e) n0 := by
    have h : ContDiffAt ℝ 1 (fderiv ℝ e) n0 := he.fderiv_right one_add_one_eq_two.le
    exact (h.differentiableAt (by norm_num)).clm_apply (differentiableAt_const (1 : ℝ))
  refine ⟨gap_tendsto_zero h1.self_of_nhds, ?_⟩
  -- evaluate the second difference at the step `h = 1/N`
  refine ((second_difference_tendsto h1 h2.hasDerivAt).comp charge_per_cell_tendsto).congr
    fun N => ?_
  simp only [Function.comp_apply]
  rw [gap_eq]
  simp only [one_div, inv_pow, div_inv_eq_mul]
  ring
```

This is the main theorem. The hypothesis `ContDiffAt ℝ 2 e n0` says that $e$ is twice continuously differentiable at $n_0$, and `deriv (deriv e) n0` is $e''(n_0)$. The symbol `∧` joins the two conclusions:

$$G(N)\to0\qquad\text{and}\qquad N\,G(N)\to e''(n_0).$$

The first follows from the differentiability of $e$ at $n_0$. For the second, multiply the second-difference formula by $N$ and set $h=1/N$:

$$N\,G(N)=N^2F(1/N)=\frac{F(1/N)}{(1/N)^2}\to e''(n_0).$$

In the proof, `h1` extracts from the hypothesis that $e$ is differentiable near $n_0$, and `h2` that $e'$ is differentiable at $n_0$. These are the inputs of `second_difference_tendsto`. The `.comp` step then substitutes $h=1/N$ by means of `charge_per_cell_tendsto`, and the closing lines match the result to $N\,G(N)$.

## Two energies with exact gaps at every size

```lean
/-- For an energy per cell that is quadratic in the filling, with curvature `κ`, the product
`N G(N)` equals `κ` for every supercell of `N ≥ 1` cells. -/
theorem quadratic_gap (a b κ n0 : ℝ) {N : ℕ} (hN : N ≠ 0) :
    N * gap (fun x => a + b * (x - n0) + κ / 2 * (x - n0) ^ 2) n0 N = κ := by
  have h : (N : ℝ) * (1 / N) = 1 := mul_one_div_cancel (Nat.cast_ne_zero.mpr hN)
  rw [gap_eq]
  generalize 1 / (N : ℝ) = t at h ⊢
  linear_combination κ * (N * t + 1) * h
```

Take $e(x)=a+b(x-n_0)+\frac{\kappa}{2}(x-n_0)^2$, where $a$ and $b$ are now plain coefficients. With $t=1/N$, the constant and linear terms cancel in the second difference, which leaves $\kappa t^2$. Hence $G(N)=N\kappa/N^2=\kappa/N$, and $N\,G(N)=\kappa$ already at $N=1$. For $\kappa\neq0$ the gap therefore closes exactly as $1/N$.

The hypothesis `hN : N ≠ 0` excludes the empty supercell, whose gap is zero because of the prefactor $N=0$. In the proof, `h` records $Nt=1$, and `linear_combination` uses the factorisation $\kappa N^2t^2-\kappa=\kappa(Nt+1)(Nt-1)$.

```lean
/-- For an energy per cell with a kink at `n0`, where its slope jumps by `Δ`, the gap equals `Δ`
for every supercell of `N ≥ 1` cells. -/
theorem kink_gap (Δ n0 : ℝ) {N : ℕ} (hN : N ≠ 0) :
    gap (fun x => Δ / 2 * |x - n0|) n0 N = Δ := by
  have h : (N : ℝ) * (1 / N) = 1 := mul_one_div_cancel (Nat.cast_ne_zero.mpr hN)
  have ht : (0 : ℝ) ≤ 1 / N := by positivity
  rw [gap_eq]
  generalize 1 / (N : ℝ) = t at h ht ⊢
  rw [show n0 + t - n0 = t by ring, show n0 - t - n0 = -t by ring, abs_neg, abs_of_nonneg ht,
    sub_self, abs_zero]
  linear_combination Δ * h

end

end SupercellGapCollapse
```

Here $e(x)=\frac{\Delta}{2}|x-n_0|$, whose slope jumps from $-\Delta/2$ to $\Delta/2$ at $n_0$. With $t=1/N$ again, $e(n_0\pm t)=\Delta t/2$ and $e(n_0)=0$, so

$$G(N)=N\left(\frac{\Delta t}{2}+\frac{\Delta t}{2}\right)=\Delta$$

for every $N\ge1$. The proof evaluates the three absolute values and finishes with $Nt=1$.

For $\Delta>0$ this energy is continuous and has both one-sided slopes, yet its gap stays open at every size. What it lacks is differentiability at $n_0$.

```lean
#print axioms SupercellGapCollapse.supercell_gap_collapse
#print axioms SupercellGapCollapse.quadratic_gap
#print axioms SupercellGapCollapse.kink_gap
```

```
'SupercellGapCollapse.supercell_gap_collapse' depends on axioms: [propext, Classical.choice, Quot.sound]
'SupercellGapCollapse.quadratic_gap' depends on axioms: [propext, Classical.choice, Quot.sound]
'SupercellGapCollapse.kink_gap' depends on axioms: [propext, Classical.choice, Quot.sound]
```
